# Extrapolating the hydrogen-like Dirac 1s energy from light speeds $c$ and $2c$ gives a value above the nonrelativistic limit, with an error of order $c^{-4}$

One way to check a four-component program is to raise the light speed $c$ and compare the energy with the nonrelativistic one. At any single setting the two disagree: for one electron and a point nucleus of charge $Z$, the Dirac 1s energy is too low. Once $c$ is much larger than $Z$ the error is about $Z^4/(8c^2)$, so a further tenfold increase of $c$ gains only a factor of a hundred. Combining two settings removes this leading error, but anyone who assumes that the remainder keeps its sign will then look for the limit on the wrong side.

In atomic units, with the rest energy subtracted, the 1s energy is $E(c)=c^2(\gamma(c)-1)$ with $\gamma(c)=\sqrt{1-Z^2/c^2}$, and its nonrelativistic limit is $-Z^2/2$. The results below concern these exact one-electron energies, not those of a finite basis or a many-electron atom.

## The energy and its radial components

Both $Z$ and $c$ are real numbers, and $c$ is a variable. The code writes `gam Z c` for $\gamma(c)$ and `diracE Z c` for $E(c)$.

In Lean 4 with Mathlib:

```lean
import Mathlib

open Filter Topology

namespace DiracLightSpeedExtrapolation

noncomputable section

/-- The exponent `γ = √(1 - Z²/c²)` of the Dirac 1s state, for nuclear charge `Z` and light speed
`c` with `0 < Z < c`, in atomic units. -/
def gam (Z c : ℝ) : ℝ := √(1 - Z ^ 2 / c ^ 2)

/-- The Dirac 1s energy without rest energy, `c² (√(1 - Z²/c²) - 1)`, for `0 < Z < c`. -/
def diracE (Z c : ℝ) : ℝ := c ^ 2 * (gam Z c - 1)
```

The large and small radial components are
$$P(r)=r^{\gamma}e^{-Zr},\qquad Q(r)=b\,P(r),\qquad b=\frac{c(\gamma-1)}{Z}.$$
They are left unnormalised, since the radial equations are linear. To obtain $\int_0^\infty(P^2+Q^2)\,dr=1$, multiply both by $N$, where $N^2=(1+\gamma)(2Z)^{2\gamma+1}/(2\,\Gamma(2\gamma+1))$ and $\Gamma$ is the gamma function.

```lean
/-- The large radial component `r^γ exp(-Zr)`, not normalised, for `r > 0`. -/
def large (Z c r : ℝ) : ℝ := r ^ gam Z c * Real.exp (-Z * r)

/-- The small radial component, a fixed multiple of the large one, for `Z ≠ 0`. -/
def small (Z c r : ℝ) : ℝ := c * (gam Z c - 1) / Z * large Z c r
```

## Combining two light speeds

Suppose that $E(c)\approx E_\infty+A/c^2$, with $E_\infty$ the limit and $A$ a constant. For a ratio $a>1$ of the two light speeds, $a^2E(ac)-E(c)\approx(a^2-1)E_\infty$, because the terms in $A$ cancel. This suggests
$$R(c)=\frac{a^2E(ac)-E(c)}{a^2-1},$$
which is `extrap a Z c`.

```lean
/-- The extrapolation to infinite light speed from the energies at `c` and `a c`, built to
remove an error proportional to `1/c²`; here `a² ≠ 1`. -/
def extrap (a Z c : ℝ) : ℝ := (a ^ 2 * diracE Z (a * c) - diracE Z c) / (a ^ 2 - 1)
```

## The energy belongs to a solution of the radial equations

The condition $0<Z<c$ describes an attractive nucleus weak enough for $\gamma$ to be real and positive. Then $Z^2/c^2<1$, and squaring the root gives $c^2(1-\gamma^2)=Z^2$, the identity on which the later algebra rests.

```lean
/-- For `0 < Z < c` the exponent `γ` is positive and satisfies `c² (1 - γ²) = Z²`. -/
theorem gam_facts {Z c : ℝ} (hZ : 0 < Z) (hc : Z < c) :
    0 < gam Z c ∧ c ^ 2 * (1 - gam Z c ^ 2) = Z ^ 2 := by
  have hc0 : 0 < c := hZ.trans hc
  have hne : c ≠ 0 := hc0.ne'
  have hx : Z ^ 2 / c ^ 2 < 1 := by
    rw [div_lt_one (by positivity)]
    exact pow_lt_pow_left₀ hc hZ.le two_ne_zero
  refine ⟨Real.sqrt_pos.2 (by linarith), ?_⟩
  rw [gam, Real.sq_sqrt (by linarith), sub_sub_cancel]
  field_simp
```

For $\kappa=-1$ and the potential $-Z/r$, the radial Dirac equations are
$$P'=\frac{P}{r}+\frac{E+2c^2+Z/r}{c}\,Q,\qquad Q'=-\frac{Q}{r}-\frac{E+Z/r}{c}\,P.$$
Differentiation gives $P'=(\gamma/r-Z)P$ and $Q'=bP'$. Dividing by $P$ and comparing the $1/r$ terms and the constants leaves two conditions,
$$bZ=c(\gamma-1),\qquad bc(\gamma+1)=-Z.$$
The first is the definition of $b$; the second follows from it and $c^2(1-\gamma^2)=Z^2$. They are `hb1` and `hb2` in the proof, `hP` and `hQ` are the two derivatives, and the last two `linear_combination` steps do the comparison of terms; the first one derives `hb2`.

The theorem states, through `HasDerivAt`, that both equations hold at every $r>0$. That this solution is the 1s bound state of the Dirac Hamiltonian is taken from the standard theory of the hydrogen-like atom.

```lean
/-- For `0 < Z < c` the two components solve the coupled radial Dirac equations with `κ = -1` in the
Coulomb potential `-Z/r`, at the energy `diracE Z c` and at every `r > 0`. -/
theorem radial_dirac {Z c r : ℝ} (hZ : 0 < Z) (hc : Z < c) (hr : 0 < r) :
    HasDerivAt (large Z c)
      (large Z c r / r + (diracE Z c + 2 * c ^ 2 + Z / r) / c * small Z c r) r ∧
    HasDerivAt (small Z c)
      (-(small Z c r) / r - (diracE Z c + Z / r) / c * large Z c r) r := by
  obtain ⟨-, h⟩ := gam_facts hZ hc
  have hv : c * c⁻¹ = 1 := mul_inv_cancel₀ (hZ.trans hc).ne'
  -- the ratio `b` of small to large component
  obtain ⟨b, hb⟩ : ∃ b, b = c * (gam Z c - 1) / Z := ⟨_, rfl⟩
  have hs : ∀ x, small Z c x = b * large Z c x := fun x => by rw [small, hb]
  have hb1 : b * Z = c * (gam Z c - 1) := by rw [hb, div_mul_cancel₀ _ hZ.ne']
  have hb2 : b * c * (gam Z c + 1) = -Z := by
    apply mul_right_cancel₀ hZ.ne'
    linear_combination c * (gam Z c + 1) * hb1 - h
  -- logarithmic derivative of the large component
  have hP : HasDerivAt (large Z c) ((gam Z c / r - Z) * large Z c r) r := by
    have h1 := (Real.hasDerivAt_rpow_const (p := gam Z c) (Or.inl hr.ne')).fun_mul
      (((hasDerivAt_id' r).const_mul (-Z)).exp)
    refine HasDerivAt.congr_deriv h1 ?_
    rw [Real.rpow_sub_one hr.ne', large]
    ring
  have hQ : HasDerivAt (small Z c) (b * ((gam Z c / r - Z) * large Z c r)) r := by
    rw [show small Z c = fun x => b * large Z c x from funext hs]
    exact hP.const_mul b
  constructor
  · refine hP.congr_deriv ?_
    rw [hs, diracE]
    linear_combination large Z c r * (-(r⁻¹ * c⁻¹) * hb1 - r⁻¹ * (gam Z c - 1) * hv
      - c * b * (gam Z c + 1) * hv - hb2)
  · refine hQ.congr_deriv ?_
    rw [hs, diracE]
    linear_combination large Z c r * (r⁻¹ * c⁻¹ * hb2 - r⁻¹ * b * (gam Z c + 1) * hv
      - hb1 + c * (gam Z c - 1) * hv)
```

## A single light speed gives too low an energy

Replace $Z^2$ by $c^2(1-\gamma^2)$:
$$E+\frac{Z^2}{2}=c^2(\gamma-1)+\frac{c^2(1-\gamma^2)}{2}=-\frac{c^2(1-\gamma)^2}{2}.$$
Since $1-\gamma=Z^2/(c^2(1+\gamma))$,
$$E+\frac{Z^2}{2}=-\frac{Z^4}{2c^2(1+\gamma)^2}.$$
This is exact. The proof clears the denominator and makes the same replacement.

```lean
/-- The exact relativistic shift of the 1s energy from `-Z²/2`, for `0 < Z < c`. -/
theorem shift_eq {Z c : ℝ} (hZ : 0 < Z) (hc : Z < c) :
    diracE Z c + Z ^ 2 / 2 = -Z ^ 4 / (2 * c ^ 2 * (1 + gam Z c) ^ 2) := by
  obtain ⟨hg, h⟩ := gam_facts hZ hc
  have hc0 : 0 < c := hZ.trans hc
  have hne : 2 * c ^ 2 * (1 + gam Z c) ^ 2 ≠ 0 := by positivity
  have h4 : Z ^ 4 = (c ^ 2 * (1 - gam Z c ^ 2)) ^ 2 := by rw [h]; ring
  rw [eq_div_iff hne, diracE, h4, ← h]
  ring
```

The right-hand side is negative, so $E(c)<-Z^2/2$ for every $c>Z$.

```lean
/-- For `0 < Z < c` the Dirac 1s energy lies below the nonrelativistic value `-Z²/2`. -/
theorem diracE_lt {Z c : ℝ} (hZ : 0 < Z) (hc : Z < c) : diracE Z c < -Z ^ 2 / 2 := by
  have hg := (gam_facts hZ hc).1
  have hc0 : 0 < c := hZ.trans hc
  have hpos : 0 < Z ^ 4 / (2 * c ^ 2 * (1 + gam Z c) ^ 2) := by positivity
  have hs := shift_eq hZ hc
  rw [neg_div] at hs
  linarith
```

## The exact error after extrapolation

Write $g=\gamma(c)$ and $k=\gamma(ac)$. Inserting the shift at both light speeds gives
$$R+\frac{Z^2}{2}=\frac{Z^4}{2c^2(a^2-1)}\left[\frac1{(1+g)^2}-\frac1{(1+k)^2}\right],$$
and the bracket equals
$$\frac{(k-g)(2+g+k)}{(1+g)^2(1+k)^2}.$$
From $k^2-g^2=(a^2-1)Z^2/(a^2c^2)$,
$$k-g=\frac{(a^2-1)Z^2}{a^2c^2(g+k)},$$
which supplies the second factor $1/c^2$. Hence
$$c^4\left(R+\frac{Z^2}{2}\right)=\frac{Z^6}{2a^2}\cdot\frac{2+g+k}{(g+k)(1+g)^2(1+k)^2}.$$
The three intermediate equations are `e`, `d` and `hkg` in the proof.

```lean
/-- The exact error of the extrapolated energy, multiplied by `c⁴`, for `0 < Z < c` and
`a > 1`. -/
theorem extrap_error {a Z c : ℝ} (ha : 1 < a) (hZ : 0 < Z) (hc : Z < c) :
    c ^ 4 * (extrap a Z c + Z ^ 2 / 2) = Z ^ 6 / (2 * a ^ 2) *
      ((2 + gam Z c + gam Z (a * c)) / ((gam Z c + gam Z (a * c)) *
        (1 + gam Z c) ^ 2 * (1 + gam Z (a * c)) ^ 2)) := by
  have hc0 : 0 < c := hZ.trans hc
  have ha0 : 0 < a := by linarith
  have hac : Z < a * c := by nlinarith [mul_pos (sub_pos.2 ha) hc0]
  have hm : a ^ 2 - 1 ≠ 0 := by nlinarith
  have s1 := eq_sub_of_add_eq (shift_eq hZ hc)
  have s2 := eq_sub_of_add_eq (shift_eq hZ hac)
  obtain ⟨hg, h1⟩ := gam_facts hZ hc
  obtain ⟨hk, h2⟩ := gam_facts hZ hac
  rw [extrap, s1, s2]
  generalize gam Z c = g at *
  generalize gam Z (a * c) = k at *
  -- the shifts of order `1/c²` combine into a difference
  have e : (a ^ 2 * (-Z ^ 4 / (2 * (a * c) ^ 2 * (1 + k) ^ 2) - Z ^ 2 / 2) -
      (-Z ^ 4 / (2 * c ^ 2 * (1 + g) ^ 2) - Z ^ 2 / 2)) / (a ^ 2 - 1) + Z ^ 2 / 2 =
      Z ^ 4 / (2 * c ^ 2 * (a ^ 2 - 1)) * (1 / (1 + g) ^ 2 - 1 / (1 + k) ^ 2) := by
    field_simp
    ring
  have d : 1 / (1 + g) ^ 2 - 1 / (1 + k) ^ 2 =
      (k - g) * (2 + g + k) / ((1 + g) ^ 2 * (1 + k) ^ 2) := by
    field_simp
    ring
  -- this difference is itself of order `1/c²`
  have hkg : k - g = (a ^ 2 - 1) * Z ^ 2 / (a ^ 2 * c ^ 2 * (g + k)) := by
    rw [eq_div_iff (by positivity)]
    linear_combination a ^ 2 * h1 - h2
  rw [e, d, hkg]
  field_simp
```

## Sign and limit for any ratio

As $c\to\infty$, $Z^2/c^2\to0$, and continuity of the square root gives $\gamma(c)\to1$.

```lean
/-- As the light speed grows, the exponent `γ` tends to `1`. -/
theorem gam_tendsto (Z : ℝ) : Tendsto (gam Z) atTop (𝓝 1) := by
  have h : Tendsto (fun c : ℝ => Z ^ 2 / c ^ 2) atTop (𝓝 0) :=
    tendsto_const_nhds.div_atTop (tendsto_pow_atTop two_ne_zero)
  have h' : Tendsto (fun c : ℝ => √(1 - Z ^ 2 / c ^ 2)) atTop (𝓝 √(1 - 0)) :=
    (tendsto_const_nhds.sub h).sqrt
  rw [sub_zero, Real.sqrt_one] at h'
  exact h'
```

Every factor in the exact error is positive, so $R(c)>-Z^2/2$ for every $c>Z$. In the limit $g$ and $k$ both tend to $1$, the last fraction tends to $4/(2\cdot4\cdot4)=1/8$, and
$$c^4\left(R(c)+\frac{Z^2}{2}\right)\to\frac{Z^6}{16a^2}.$$
In the code, `Tendsto … atTop` expresses $c\to\infty$. The error formula needs $c>Z$, which holds from some point on; `filter_upwards` uses just that.

```lean
/-- For `Z > 0` and any ratio `a > 1` of the two light speeds, the extrapolated energy lies
above `-Z²/2` whenever `c > Z`, and its error times `c⁴` tends to `Z⁶/(16a²)`. -/
theorem extrap_above_and_limit {a Z : ℝ} (ha : 1 < a) (hZ : 0 < Z) :
    (∀ c, Z < c → -Z ^ 2 / 2 < extrap a Z c) ∧
    Tendsto (fun c => c ^ 4 * (extrap a Z c + Z ^ 2 / 2)) atTop
      (𝓝 (Z ^ 6 / (16 * a ^ 2))) := by
  have ha0 : 0 < a := by linarith
  constructor
  · intro c hc
    have hc0 : 0 < c := hZ.trans hc
    have hac : Z < a * c := by nlinarith [mul_pos (sub_pos.2 ha) hc0]
    have hg := (gam_facts hZ hc).1
    have hk := (gam_facts hZ hac).1
    have hpos : 0 < c ^ 4 * (extrap a Z c + Z ^ 2 / 2) := by
      rw [extrap_error ha hZ hc]
      positivity
    have := (mul_pos_iff_of_pos_left (by positivity : 0 < c ^ 4)).1 hpos
    linarith
  · have hg := gam_tendsto Z
    have hk : Tendsto (fun c => gam Z (a * c)) atTop (𝓝 1) :=
      hg.comp (tendsto_id.const_mul_atTop ha0)
    -- both exponents tend to `1` in the exact error formula
    have hF := (((hg.const_add 2).add hk).div (((hg.add hk).mul
      ((hg.const_add 1).pow 2)).mul ((hk.const_add 1).pow 2))
      (by norm_num)).const_mul (Z ^ 6 / (2 * a ^ 2))
    have hv : Z ^ 6 / (2 * a ^ 2) * ((2 + 1 + 1) / ((1 + 1) * (1 + 1) ^ 2 * (1 + 1) ^ 2)) =
        Z ^ 6 / (16 * a ^ 2) := by ring
    rw [hv] at hF
    refine hF.congr' ?_
    filter_upwards [eventually_gt_atTop Z] with c hc
    exact (extrap_error ha hZ hc).symm
```

## Doubling the light speed

For $a=2$ the extrapolation is $R(c)=(4E(2c)-E(c))/3$ and the limit is $Z^6/64$. The final theorem assumes only $Z>0$. It says that for every $c>Z$
$$E(c)<-\frac{Z^2}{2}<\frac{4E(2c)-E(c)}{3},$$
so the two computed values enclose the nonrelativistic energy, and that the error of the upper one, multiplied by $c^4$, tends to $Z^6/64$. The proof sets $a=2$ in the general result and adds the inequality for a single light speed.

For $Z=10$ and $c=200$, the leading terms put $E(c)$ about $3.1\times10^{-2}$ hartree below the limit and the extrapolated value about $9.8\times10^{-6}$ hartree above it.

```lean
/-- Doubling the light speed, for `Z > 0`: whenever `c > Z`, the Dirac 1s energy lies below
`-Z²/2` and `(4E(2c) - E(c))/3` above it; the error of the latter times `c⁴` tends to `Z⁶/64`. -/
theorem doubled_light_speed {Z : ℝ} (hZ : 0 < Z) :
    (∀ c, Z < c → diracE Z c < -Z ^ 2 / 2 ∧
      -Z ^ 2 / 2 < (4 * diracE Z (2 * c) - diracE Z c) / 3) ∧
    Tendsto (fun c => c ^ 4 * ((4 * diracE Z (2 * c) - diracE Z c) / 3 + Z ^ 2 / 2)) atTop
      (𝓝 (Z ^ 6 / 64)) := by
  have he : ∀ c, extrap 2 Z c = (4 * diracE Z (2 * c) - diracE Z c) / 3 := by
    intro c
    rw [extrap]
    norm_num
  obtain ⟨h1, h2⟩ := extrap_above_and_limit (one_lt_two : (1 : ℝ) < 2) hZ
  have hv : Z ^ 6 / (16 * 2 ^ 2) = Z ^ 6 / 64 := by norm_num
  rw [hv] at h2
  simp only [he] at h1 h2
  exact ⟨fun c hc => ⟨diracE_lt hZ hc, h1 c hc⟩, h2⟩

end

end DiracLightSpeedExtrapolation
```

```lean
#print axioms DiracLightSpeedExtrapolation.radial_dirac
#print axioms DiracLightSpeedExtrapolation.extrap_above_and_limit
#print axioms DiracLightSpeedExtrapolation.doubled_light_speed
```

```
'DiracLightSpeedExtrapolation.radial_dirac' depends on axioms: [propext, Classical.choice, Quot.sound]
'DiracLightSpeedExtrapolation.extrap_above_and_limit' depends on axioms: [propext, Classical.choice, Quot.sound]
'DiracLightSpeedExtrapolation.doubled_light_speed' depends on axioms: [propext, Classical.choice, Quot.sound]
```
